# Loop rule for spin correlations between bipartite valence-bond states

**Q:** What is the smallest case that shows the rule at work?

**A:** One singlet bond between two spins one-half, at sites $a$ and $b$; all spins here are one-half. Its total spin is zero, so $\mathbf S_b$ acts on it as $-\mathbf S_a$, and $\mathbf S_a\cdot\mathbf S_b$ gives $-\mathbf S_a^2=-3/4$ (with $\hbar=1$).

In general, let $\sigma$ and $\tau$ each pair all sites of sublattice A with those of B in singlets. Overlaying their bonds gives the closed loops of the transition graph; a doubled bond is a two-site loop. The ratio $\langle\sigma|\mathbf S_i\cdot\mathbf S_j|\tau\rangle/\langle\sigma|\tau\rangle$ is 0 for different loops. On one loop it is $3/4$ for equal sublattices and $-3/4$ for opposite ones.

**Q:** How does one bond settle a whole loop?

**A:** Fix a component $\alpha$ and let $C(k)=\langle\sigma|S_i^\alpha S_k^\alpha|\tau\rangle$. If a $\tau$-bond joins $k$ to $l$, then $S_l^\alpha|\tau\rangle=-S_k^\alpha|\tau\rangle$, so $C(l)=-C(k)$. For a $\sigma$-bond, commute the two operators and let $S_l^\alpha$ act on the bra, with the same result. Since $(S_i^\alpha)^2=1/4$, we start from $C(i)=\tfrac14\langle\sigma|\tau\rangle$. Each bond changes both sign and sublattice, and three components give $\pm3/4$.

**Q:** And different loops? The bra and the ket are different states.

**A:** Both have zero total spin on the loop $L$ of $i$. Let $T^\beta=\sum_{k\in L}S_k^\beta$, with $(\alpha,\beta,\gamma)$ cyclic, and $\chi=S_j^\alpha|\tau\rangle$. As $j\notin L$, $T^\beta\chi=S_j^\alpha T^\beta|\tau\rangle=0$; also $\langle\sigma|T^\beta=0$. Hence
$$\mathrm i\,\langle\sigma|S_i^\alpha\chi\rangle=\langle\sigma|(T^\beta S_i^\gamma-S_i^\gamma T^\beta)\chi\rangle=0.$$

**Q:** Does the code contain real spins, or just a graph with signs attached?

**A:** Real spins: a state is a complex function of spin configurations, and operators are half Pauli matrices acting on one site.

In Lean 4 with Mathlib:

```lean
import Mathlib

open Finset Function

namespace ValenceBondLoopRule

noncomputable section

variable {Λ ι : Type*} [DecidableEq Λ] [Fintype ι] [DecidableEq ι]

/-- Wavefunctions of spins one-half on the sites `Λ`; 0 is spin up, 1 is spin down. -/
abbrev State (Λ : Type*) := (Λ → Fin 2) → ℂ

/-- The three Pauli matrices x, y, z. -/
def pauli : Fin 3 → Matrix (Fin 2) (Fin 2) ℂ :=
  ![!![0, 1; 1, 0], !![0, -Complex.I; Complex.I, 0], !![1, 0; 0, -1]]

/-- The spin component `α` at site `k`: half a Pauli matrix acting on that site. -/
def spin (α : Fin 3) (k : Λ) : State Λ →ₗ[ℂ] State Λ where
  toFun ψ := fun s => ∑ b, pauli α (s k) b / 2 * ψ (update s k b)
  map_add' φ ψ := by
    funext s
    simp only [Fin.sum_univ_two, Pi.add_apply]
    ring
  map_smul' c ψ := by
    funext s
    simp only [Fin.sum_univ_two, Pi.smul_apply, smul_eq_mul, RingHom.id_apply]
    ring

/-- The scalar product of the spins at sites `i` and `j`. -/
def spinDot (i j : Λ) : State Λ →ₗ[ℂ] State Λ := ∑ α, spin α i ∘ₗ spin α j

/-- The inner product of two wavefunctions, linear in the second. -/
def braket [Fintype Λ] (φ : State Λ) : State Λ →ₗ[ℂ] ℂ where
  toFun ψ := ∑ s, star (φ s) * ψ s
  map_add' ψ χ := by simp only [Pi.add_apply, mul_add, sum_add_distrib]
  map_smul' c ψ := by
    simp only [Pi.smul_apply, smul_eq_mul, RingHom.id_apply, mul_sum]
    exact sum_congr rfl fun _ _ => by ring
```

**Q:** Where are the bonds and sublattices?

**A:** Sites have type `ι ⊕ ι`, with `inl` for A and `inr` for B. The letters `σ` and `τ` are permutations, not Pauli matrices: `σ` binds A-site `a` to B-site `σ a`. The factors $1/\sqrt2$ normalise each singlet; the ratio does not depend on them.

```lean
/-- Amplitudes of the normalised two-spin singlet, (up down - down up)/√2. -/
def singlet : Matrix (Fin 2) (Fin 2) ℝ := !![0, (√2)⁻¹; -(√2)⁻¹, 0]

/-- The product of singlets binding each A-site `a` to the B-site `σ a`,
with all bonds oriented from A (`inl`) to B (`inr`). -/
def bonds (σ : Equiv.Perm ι) : State (ι ⊕ ι) :=
  fun s => ((∏ a, singlet (s (.inl a)) (s (.inr (σ a))) : ℝ) : ℂ)

/-- The site at the other end of the bond. -/
def partner (σ : Equiv.Perm ι) : ι ⊕ ι → ι ⊕ ι
  | .inl a => .inr (σ a)
  | .inr b => .inl (σ.symm b)
```

**Q:** And a loop?

**A:** It is expressed by reachability. `SameLoop` uses Mathlib's `Relation.ReflTransGen`: a chain is either empty (`refl`) or a chain extended by one bond (`tail`).

```lean
/-- Two sites lie on one loop of the transition graph: a chain of bonds joins them. -/
abbrev SameLoop (σ τ : Equiv.Perm ι) : ι ⊕ ι → ι ⊕ ι → Prop :=
  Relation.ReflTransGen fun k l => l = partner σ k ∨ l = partner τ k
```

**Q:** Is the spin algebra assumed?

**A:** It is proved from the matrices, by checking components and spin values. For Hermiticity, the sum is reindexed by exchanging the old and new spin values at the site.

```lean
/-- Spin components at different sites commute. -/
theorem spin_comm {k l : Λ} (h : k ≠ l) (α β : Fin 3) (ψ : State Λ) :
    spin α k (spin β l ψ) = spin β l (spin α k ψ) := by
  funext s
  simp only [spin, LinearMap.coe_mk, AddHom.coe_mk, Fin.sum_univ_two,
    update_of_ne h, update_of_ne h.symm, update_comm h]
  ring

/-- The angular momentum commutator at one site, for cyclically ordered components. -/
theorem spin_commutator (α : Fin 3) (k : Λ) (ψ : State Λ) :
    spin (α + 1) k (spin (α + 2) k ψ) - spin (α + 2) k (spin (α + 1) k ψ)
      = Complex.I • spin α k ψ := by
  funext s
  simp only [spin, LinearMap.coe_mk, AddHom.coe_mk, Fin.sum_univ_two, update_self,
    update_idem, Pi.sub_apply, Pi.smul_apply, smul_eq_mul]
  generalize ψ (update s k 0) = u
  generalize ψ (update s k 1) = v
  generalize s k = x
  fin_cases α <;> fin_cases x <;> dsimp [pauli] <;> dsimp <;>
    first
    | ring1
    | linear_combination (v / 2) * Complex.I_sq
    | linear_combination (-u / 2) * Complex.I_sq

/-- Each spin component squares to one quarter. -/
theorem spin_sq (α : Fin 3) (k : Λ) (ψ : State Λ) :
    spin α k (spin α k ψ) = (1 / 4 : ℂ) • ψ := by
  funext s
  have hs : ψ s = ψ (update s k (s k)) := by rw [update_eq_self]
  simp only [spin, LinearMap.coe_mk, AddHom.coe_mk, Fin.sum_univ_two, update_self,
    update_idem, Pi.smul_apply, smul_eq_mul]
  rw [hs]
  generalize s k = x
  fin_cases α <;> fin_cases x <;> dsimp [pauli] <;>
    first
    | ring1
    | linear_combination (-ψ (update s k 0) / 4) * Complex.I_sq
    | linear_combination (-ψ (update s k 1) / 4) * Complex.I_sq
    | (dsimp; ring1)

/-- Spin components are Hermitian. -/
theorem spin_hermitian [Fintype Λ] (α : Fin 3) (k : Λ) (φ ψ : State Λ) :
    braket (spin α k φ) ψ = braket φ (spin α k ψ) := by
  have hp : ∀ x y, star (pauli α x y / 2) = pauli α y x / 2 := by
    intro x y
    fin_cases α <;> fin_cases x <;> fin_cases y <;> simp [pauli]
  -- exchange the old and the new value of the spin at `k`
  let e : (Λ → Fin 2) × Fin 2 ≃ (Λ → Fin 2) × Fin 2 :=
    Involutive.toPerm (fun x => (update x.1 k x.2, x.1 k)) (fun x => by simp)
  simp only [braket, spin, LinearMap.coe_mk, AddHom.coe_mk, star_sum, sum_mul, mul_sum]
  rw [← Fintype.sum_prod_type', ← Fintype.sum_prod_type']
  refine Fintype.sum_equiv e _ _ fun x => ?_
  change _ = star (φ (update x.1 k x.2)) * (pauli α (update x.1 k x.2 k) (x.1 k) / 2 *
    ψ (update (update x.1 k x.2) k (x.1 k)))
  rw [update_self, update_idem, update_eq_self, star_mul', hp]
  ring
```

Next comes the bond cancellation. All other bonds form a common factor `R`, leaving a two-spin check. If no bond leaves a region, pairing its sites by `partner` then shows that its total spin, applied to the state, gives a vector equal to its own negative, hence zero.

```lean
/-- On a singlet bond the spins at the two ends act oppositely. -/
theorem spin_partner (σ : Equiv.Perm ι) (α : Fin 3) (k : ι ⊕ ι) :
    spin α (partner σ k) (bonds σ) = -spin α k (bonds σ) := by
  have key : ∀ a, spin α (.inr (σ a)) (bonds σ) = -spin α (.inl a) (bonds σ) := by
    intro a
    funext s
    -- the bonds other than the one at `a` give a common factor
    obtain ⟨R, h1, h2⟩ : ∃ R : ℂ,
        (∀ b, bonds σ (update s (.inl a) b) = (singlet b (s (.inr (σ a))) : ℂ) * R) ∧
        (∀ b, bonds σ (update s (.inr (σ a)) b) = (singlet (s (.inl a)) b : ℂ) * R) := by
      refine ⟨((∏ c ∈ univ.erase a, singlet (s (.inl c)) (s (.inr (σ c))) : ℝ) : ℂ),
        fun b => ?_, fun b => ?_⟩ <;>
      · simp only [bonds]
        rw [← mul_prod_erase univ _ (mem_univ a), Complex.ofReal_mul]
        exact congrArg₂ (· * ·) (by simp) (congrArg Complex.ofReal
          (prod_congr rfl fun c hc => by simp [ne_of_mem_erase hc]))
    simp only [Pi.neg_apply, spin, LinearMap.coe_mk, AddHom.coe_mk, Fin.sum_univ_two, h1, h2]
    generalize s (.inl a) = x
    generalize s (.inr (σ a)) = y
    fin_cases α <;> fin_cases x <;> fin_cases y <;> dsimp [pauli, singlet] <;>
      push_cast <;> first | ring1 | (dsimp; ring1)
  cases k with
  | inl a => exact key a
  | inr b =>
    have h := key (σ.symm b)
    rw [σ.apply_symm_apply] at h
    have e : partner σ (.inr b) = .inl (σ.symm b) := rfl
    rw [e, h, neg_neg]

/-- The total spin of a region that no bond leaves annihilates the valence-bond state. -/
theorem region_spin_zero (σ : Equiv.Perm ι) (α : Fin 3) (L : Finset (ι ⊕ ι))
    (hL : ∀ k ∈ L, partner σ k ∈ L) : ∑ k ∈ L, spin α k (bonds σ) = 0 := by
  have inv : ∀ k, partner σ (partner σ k) = k := by
    intro k
    cases k <;> simp [partner]
  have h : ∑ k ∈ L, spin α k (bonds σ) = ∑ k ∈ L, -spin α k (bonds σ) :=
    sum_nbij' (partner σ) (partner σ) hL hL (fun k _ => inv k) (fun k _ => inv k)
      (fun k _ => by rw [spin_partner, neg_neg])
  rw [sum_neg_distrib] at h
  funext s
  have hs := congrFun h s
  rw [Pi.neg_apply] at hs
  rw [Pi.zero_apply]
  linear_combination hs / 2
```

**Q:** Could the ratio be zero over zero?

**A:** No. With every bond oriented from A to B, each term of the overlap is nonnegative, and the Néel configuration, A up and B down, contributes a positive one.

```lean
/-- Two valence-bond states with all bonds oriented from A to B are never orthogonal. -/
theorem overlap_ne_zero (σ τ : Equiv.Perm ι) : braket (bonds σ) (bonds τ) ≠ 0 := by
  have key : ∀ x y z, 0 ≤ singlet x y * singlet x z := by
    intro x y z
    fin_cases x <;> fin_cases y <;> fin_cases z <;> simp [singlet]
  have h01 : 0 < singlet 0 1 := by simp [singlet]
  -- no term is negative, and the Néel configuration contributes
  have pos : 0 < ∑ s : ι ⊕ ι → Fin 2, (∏ a, singlet (s (.inl a)) (s (.inr (σ a)))) *
      ∏ a, singlet (s (.inl a)) (s (.inr (τ a))) := by
    refine sum_pos' (fun s _ => ?_) ⟨Sum.elim (fun _ => 0) (fun _ => 1), mem_univ _,
      mul_pos (prod_pos fun _ _ => h01) (prod_pos fun _ _ => h01)⟩
    rw [← prod_mul_distrib]
    exact prod_nonneg fun a _ => key _ _ _
  convert Complex.ofReal_ne_zero.mpr pos.ne' using 1
  rw [Complex.ofReal_sum]
  refine sum_congr rfl fun s _ => ?_
  rw [Complex.ofReal_mul]
  exact congrArg (· * _) (Complex.conj_ofReal _)
```

The commutator argument follows, for any region that no bond leaves.

```lean
/-- If no bond of either state leaves a region, equal spin components inside and outside it
have vanishing correlation between the two states. -/
theorem uncorrelated (σ τ : Equiv.Perm ι) (L : Finset (ι ⊕ ι))
    (hσ : ∀ k ∈ L, partner σ k ∈ L) (hτ : ∀ k ∈ L, partner τ k ∈ L)
    {i j : ι ⊕ ι} (hi : i ∈ L) (hj : j ∉ L) (α : Fin 3) :
    braket (bonds σ) (spin α i (spin α j (bonds τ))) = 0 := by
  set χ := spin α j (bonds τ) with hχ
  -- the total spin of the region annihilates the ket and the bra
  have hne : ∀ k ∈ L, k ≠ j := fun k hk h => hj (h ▸ hk)
  have ket : ∑ k ∈ L, spin (α + 1) k χ = 0 := by
    rw [hχ, sum_congr rfl fun k hk => spin_comm (hne k hk) (α + 1) α (bonds τ),
      ← map_sum (spin α j), region_spin_zero τ _ L hτ, map_zero]
  have bra : ∀ φ, braket (bonds σ) (∑ k ∈ L, spin (α + 1) k φ) = 0 := by
    intro φ
    rw [map_sum, sum_congr rfl fun k _ => (spin_hermitian (α + 1) k _ φ).symm]
    have h : braket (∑ k ∈ L, spin (α + 1) k (bonds σ)) φ
        = ∑ k ∈ L, braket (spin (α + 1) k (bonds σ)) φ := by
      simp only [braket, LinearMap.coe_mk, AddHom.coe_mk, Finset.sum_apply, star_sum, sum_mul]
      exact sum_comm
    rw [← h, region_spin_zero σ _ L hσ]
    simp [braket]
  -- the spin at `i` is a commutator with that total spin
  have comm : ∑ k ∈ L, spin (α + 1) k (spin (α + 2) i χ)
      - spin (α + 2) i (∑ k ∈ L, spin (α + 1) k χ) = Complex.I • spin α i χ := by
    rw [map_sum, ← sum_sub_distrib, sum_eq_single i
      (fun k _ hk => by rw [spin_comm hk, sub_self]) (fun h => absurd hi h)]
    exact spin_commutator α i χ
  have h := congrArg (braket (bonds σ)) comm
  rw [ket, map_zero, sub_zero, bra, map_smul, smul_eq_mul] at h
  exact (mul_eq_zero.mp h.symm).resolve_left Complex.I_ne_zero
```

**Q:** How does reachability replace walking round the loop?

**A:** It serves both cases. On one loop, induction on the chain starts with `spin_sq` and flips the sign at each `tail`. Otherwise, the sites reachable from `i` form the region: appending a bond to a chain gives another chain, so no bond leaves it.

```lean
/-- The loop rule for one spin component: the correlation is the overlap times 0 on different
loops, and on one loop times 1/4 for equal and -1/4 for opposite sublattices. -/
theorem component_rule (σ τ : Equiv.Perm ι) (i j : ι ⊕ ι) (α : Fin 3) :
    braket (bonds σ) (spin α i (spin α j (bonds τ))) = (open Classical in
      if SameLoop σ τ i j then (if i.isLeft = j.isLeft then 1 / 4 else -1 / 4) else 0)
        * braket (bonds σ) (bonds τ) := by
  classical
  have comm : ∀ k, spin α i (spin α k (bonds τ)) = spin α k (spin α i (bonds τ)) := by
    intro k
    by_cases h : i = k
    · rw [h]
    · exact spin_comm h α α _
  have bra_neg : ∀ φ ψ : State (ι ⊕ ι), braket (-φ) ψ = -braket φ ψ := by
    intro φ ψ
    simp [braket]
  -- moving the second site along a bond of either state flips the sign
  have flip : ∀ k l, (l = partner σ k ∨ l = partner τ k) →
      braket (bonds σ) (spin α i (spin α l (bonds τ)))
        = -braket (bonds σ) (spin α i (spin α k (bonds τ))) := by
    rintro k l (rfl | rfl)
    · rw [comm (partner σ k), ← spin_hermitian, spin_partner, bra_neg, spin_hermitian, comm k]
    · rw [spin_partner, map_neg, map_neg]
  have side : ∀ (ρ : Equiv.Perm ι) k, (partner ρ k).isLeft = !k.isLeft := by
    intro ρ k
    cases k <;> rfl
  by_cases h : SameLoop σ τ i j
  · rw [if_pos h]
    induction h with
    | refl => rw [if_pos rfl, spin_sq, map_smul, smul_eq_mul]
    | @tail k l _ hkl ih =>
      have hl : l.isLeft = !k.isLeft := by
        rcases hkl with rfl | rfl <;> exact side _ _
      rw [flip k l hkl, ih, hl]
      cases i.isLeft <;> cases k.isLeft <;>
        simp only [Bool.not_true, Bool.not_false, reduceCtorEq, reduceIte] <;> ring
  · -- the loop through `i` is a region that no bond leaves
    rw [if_neg h, zero_mul]
    refine uncorrelated σ τ (univ.filter (SameLoop σ τ i)) (fun k hk => ?_) (fun k hk => ?_)
      (mem_filter.mpr ⟨mem_univ _, .refl⟩) (fun hj => h (mem_filter.mp hj).2) α
    · exact mem_filter.mpr ⟨mem_univ _, (mem_filter.mp hk).2.tail (Or.inl rfl)⟩
    · exact mem_filter.mpr ⟨mem_univ _, (mem_filter.mp hk).2.tail (Or.inr rfl)⟩
```

Summing three components and dividing by the overlap gives the theorem for all `i` and `j`, including `i = j`.

```lean
/-- The loop rule: the spin correlation between two valence-bond states with all bonds oriented
from A to B, divided by their overlap, is 0 for sites on different loops; on one loop it is
3/4 for equal sublattices and -3/4 for opposite ones. -/
theorem loop_rule (σ τ : Equiv.Perm ι) (i j : ι ⊕ ι) :
    braket (bonds σ) (spinDot i j (bonds τ)) / braket (bonds σ) (bonds τ) = open Classical in
      if SameLoop σ τ i j then (if i.isLeft = j.isLeft then 3 / 4 else -3 / 4) else 0 := by
  rw [div_eq_iff (overlap_ne_zero σ τ)]
  simp only [spinDot, Fin.sum_univ_three, LinearMap.add_apply, LinearMap.comp_apply, map_add,
    component_rule]
  split_ifs <;> ring

end

end ValenceBondLoopRule
```

```lean
#print axioms ValenceBondLoopRule.loop_rule
-- 'ValenceBondLoopRule.loop_rule' depends on axioms: [propext, Classical.choice, Quot.sound]
```

**Q:** A magnet's ground state is rarely one such product. What then?

**A:** The theorem treats one pair of finite, fully paired bipartite states; expanding a ground state in them is a separate step. To estimate spin correlations, valence-bond Monte Carlo for bipartite Heisenberg antiferromagnets can average this ratio over pairs sampled with weights that include their overlap.

Take the four-site ring $A_1B_1A_2B_2$ whose Hamiltonian is the sum of $J\,\mathbf S_k\cdot\mathbf S_l$ over its four neighbouring pairs, with $J>0$. With all bonds oriented from A to B, its ground state is proportional to $|\sigma\rangle+|\tau\rangle$, where $\sigma$ has bonds $A_1B_1,A_2B_2$ and $\tau$ has $A_1B_2,A_2B_1$. Their overlap is $1/2$, so
$$\langle\mathbf S_{A_1}\cdot\mathbf S_{B_1}\rangle=\frac{-\frac34+0+2\cdot\frac12\cdot(-\frac34)}{1+1+2\cdot\frac12}=-\frac12.$$
The zero comes from the $\tau\tau$ term, where $A_1$ and $B_1$ lie on different loops. The four neighbouring pairs are equivalent, so the energy is $-2J$.
